# Hydrogenic radial moments from the Kramers recurrence

A formal statement about $\langle r^s\rangle$ must decide what a moment is: an integral over a solution of the radial equation, or a real number $m_s$ tied to its neighbours by a recurrence. The main theorem takes the second view. For general quantum numbers the recurrence is a hypothesis and is not derived from the Schrödinger equation; for the nodeless function $r^n e^{-r/n}$ it is proved from integrals. Starting from the radial equation would require integrability of each moment and vanishing boundary terms in the integrations by parts.

## Claim and derivation

The nuclear charge number is 1 and lengths are in Bohr radii. Let $n\neq0$ and $l$ be real, $L=l(l+1)$, and $m_s$ real for integer $s$. The recurrence of order $s$ is
$$K_s:\quad \frac{s+1}{n^2}m_s-(2s+1)m_{s-1}+\frac s4\left[(2l+1)^2-s^2\right]m_{s-2}=0 .$$
If $m_0=1$, then $K_{-1},\dots,K_2$ hold exactly when
$$m_{-1}=\frac1{n^2},\quad m_1=\frac{3n^2-L}2,\quad m_2=\frac{n^2(5n^2+1-3L)}2,\quad m_{-2}=L\,m_{-3}.$$

Use $(2l+1)^2=4L+1$. $K_0$ reads $m_0/n^2=m_{-1}$. $K_1$ reads $2m_1/n^2=3m_0-Lm_{-1}$, so $2m_1=3n^2-L$. $K_2$ reads $3m_2/n^2=5m_1-\tfrac12(4L-3)m_0=\tfrac12(15n^2+3-9L)$. In $K_{-1}$ the first coefficient vanishes, leaving $m_{-2}-Lm_{-3}=0$. Each step is reversible. Normalisation is needed: $m_s\equiv0$ obeys every $K_s$ but has $m_{-1}\ne1/n^2$.

For $s\ge1$ the coefficient $s+1$ is nonzero, so $K_s$ fixes $m_s$ from $m_{s-1}$ and $m_{s-2}$; with $K_0$, the value $m_0$ determines all $m_s$ with $s\ge-1$. The moment $m_{-2}$ has coefficient zero in $K_0$ and does not occur in $K_s$ for $s\ge1$, so the orders $s\ge0$ leave it undetermined. The closed forms give
$$m_2-m_1^2=\tfrac14\left[n^2(n^2+2)-L^2\right].$$
For $0\le l\le n-1$ one has $0\le L\le n(n-1)$, hence a variance of at least $\tfrac14n^2[n^2+2-(n-1)^2]=\tfrac14n^2(2n+1)$.

Now let $n\ge1$ be an integer, $u(r)=r^ne^{-r/n}$ and $I_s=\int_0^\infty r^su^2\,dr$. For $2n+s+1>0$, $I_s=(n/2)^{2n+s+1}\,\Gamma(2n+s+1)$, so $I_{s+1}=\tfrac n2(2n+s+1)I_s$. Put $m_s=I_s/I_0$, $l=n-1$ and $p=2n+s>1$. Then $m_{s-1}=\tfrac n2(p-1)m_{s-2}$, $m_s=\tfrac n2\,p\,m_{s-1}$ and $(2n-1)^2-s^2=(2n-1-s)(p-1)$, so the left side of $K_s$ is
$$\tfrac14(p-1)\,m_{s-2}\left[(s+1)(2n+s)-2n(2s+1)+s(2n-1-s)\right]=0 .$$

For one nonrelativistic electron and a fixed point proton, $-m_{-1}$ is the mean Coulomb energy in hartree, and $m_2$ enters the diagonal matrix elements of the diamagnetic term in a uniform magnetic field. One can tabulate higher moments by an upward loop from $m_{-1}$ and $m_0$; its step $K_3$ gives $4m_3/n^2=7m_2-3(L-2)m_1$.

## Formal development

```lean
import Mathlib

open MeasureTheory Set

namespace KramersRadialMoments

noncomputable section
```

`Kramers n l m s` is $K_s$ for a sequence `m : ℤ → ℝ`. Both `n` and `l` are real, and the entries of `m` need not be positive or come from any integral.

```lean
/-- The Kramers recurrence of order `s` for a sequence of radial moments `m s`, with quantum
numbers `n` and `l` and lengths in Bohr radii. -/
def Kramers (n l : ℝ) (m : ℤ → ℝ) (s : ℤ) : Prop :=
  ((s : ℝ) + 1) * m s / n ^ 2 - (2 * (s : ℝ) + 1) * m (s - 1)
    + (s : ℝ) / 4 * ((2 * l + 1) ^ 2 - (s : ℝ) ^ 2) * m (s - 2) = 0
```

Multiplying by $n^2$ turns each order into a polynomial identity.

```lean
/-- For `n ≠ 0` the recurrence is equivalent to its form multiplied through by `n²`. -/
theorem kramers_iff {n : ℝ} (hn : n ≠ 0) (l : ℝ) (m : ℤ → ℝ) (s : ℤ) :
    Kramers n l m s ↔ ((s : ℝ) + 1) * m s = n ^ 2 * ((2 * (s : ℝ) + 1) * m (s - 1)
      - (s : ℝ) / 4 * ((2 * l + 1) ^ 2 - (s : ℝ) ^ 2) * m (s - 2)) := by
  have hn2 : n ^ 2 ≠ 0 := pow_ne_zero 2 hn
  unfold Kramers
  constructor
  · intro h
    have e : ((s : ℝ) + 1) * m s = n ^ 2 * (((s : ℝ) + 1) * m s / n ^ 2) := by field_simp
    linear_combination e + n ^ 2 * h
  · intro h
    rw [h, mul_div_cancel_left₀ _ hn2]
    ring
```

`low_moments_iff` handles $K_0,K_1,K_2$. The facts `a` and `b` are $n^2m_{-1}=1$ and the formula for $m_1$. Each `linear_combination` is a substitution made above, with its multipliers explicit, and the converse direction runs them backwards.

```lean
/-- For normalised moments and `n ≠ 0`, the recurrence holds at orders `0, 1, 2` exactly when
`m (-1)`, `m 1` and `m 2` take the stated closed forms. -/
theorem low_moments_iff {n : ℝ} (hn : n ≠ 0) (l : ℝ) {m : ℤ → ℝ} (hm : m 0 = 1) :
    (∀ s : ℤ, 0 ≤ s → s ≤ 2 → Kramers n l m s) ↔
      m (-1) = 1 / n ^ 2 ∧ m 1 = (3 * n ^ 2 - l * (l + 1)) / 2 ∧
        m 2 = n ^ 2 * (5 * n ^ 2 + 1 - 3 * (l * (l + 1))) / 2 := by
  have hn2 : n ^ 2 ≠ 0 := pow_ne_zero 2 hn
  have k0 := kramers_iff hn l m 0
  have k1 := kramers_iff hn l m 1
  have k2 := kramers_iff hn l m 2
  rw [show (0 : ℤ) - 1 = -1 by norm_num] at k0
  rw [show (1 : ℤ) - 1 = 0 by norm_num, show (1 : ℤ) - 2 = -1 by norm_num] at k1
  rw [show (2 : ℤ) - 1 = 1 by norm_num, show (2 : ℤ) - 2 = 0 by norm_num] at k2
  push_cast at k0 k1 k2
  constructor
  · intro h
    have h0 := k0.1 (h 0 (by norm_num) (by norm_num))
    have h1 := k1.1 (h 1 (by norm_num) (by norm_num))
    have h2 := k2.1 (h 2 (by norm_num) (by norm_num))
    -- order 0 gives m (-1), which feeds order 1, which feeds order 2
    have a : n ^ 2 * m (-1) = 1 := by linear_combination hm - h0
    have b : m 1 = (3 * n ^ 2 - l * (l + 1)) / 2 := by
      linear_combination (1 / 2) * h1 + 3 / 2 * n ^ 2 * hm - l * (l + 1) / 2 * a
    refine ⟨?_, b, ?_⟩
    · rw [eq_div_iff hn2]
      linear_combination a
    · linear_combination (1 / 3) * h2 + 5 / 3 * n ^ 2 * b
        - n ^ 2 * ((2 * l + 1) ^ 2 - 4) / 6 * hm
  · rintro ⟨ha, b, c⟩ s hs0 hs2
    have a : n ^ 2 * m (-1) = 1 := by rw [ha]; field_simp
    obtain rfl | rfl | rfl : s = 0 ∨ s = 1 ∨ s = 2 := by omega
    · exact k0.2 (by linear_combination hm - a)
    · exact k1.2 (by linear_combination 2 * b - 3 * n ^ 2 * hm + l * (l + 1) * a)
    · exact k2.2 (by
        linear_combination 3 * c - 5 * n ^ 2 * b + n ^ 2 * ((2 * l + 1) ^ 2 - 4) / 2 * hm)
```

The main theorem adds order $-1$, the equivalence `k`, and in the converse splits the range into $s=-1$ and $s\ge0$. For $L\neq0$ it yields only a ratio between $m_{-2}$ and $m_{-3}$, and neither value. For $L=0$ it forces $m_{-2}=0$, which a positive $\langle r^{-2}\rangle$ cannot satisfy, so order $-1$ does not hold for $l=0$ states.

```lean
/-- For normalised moments and `n ≠ 0`, the recurrence holds at orders `-1, …, 2` exactly when
`m (-1)`, `m 1`, `m 2` take their closed forms and `m (-2) = l (l + 1) m (-3)`. -/
theorem kramers_moments_iff {n : ℝ} (hn : n ≠ 0) (l : ℝ) {m : ℤ → ℝ} (hm : m 0 = 1) :
    (∀ s : ℤ, -1 ≤ s → s ≤ 2 → Kramers n l m s) ↔
      m (-1) = 1 / n ^ 2 ∧ m 1 = (3 * n ^ 2 - l * (l + 1)) / 2 ∧
        m 2 = n ^ 2 * (5 * n ^ 2 + 1 - 3 * (l * (l + 1))) / 2 ∧
        m (-2) = l * (l + 1) * m (-3) := by
  -- at order -1 the term with 1/n² drops out
  have k : Kramers n l m (-1) ↔ m (-2) = l * (l + 1) * m (-3) := by
    unfold Kramers
    rw [show (-1 : ℤ) - 1 = -2 by norm_num, show (-1 : ℤ) - 2 = -3 by norm_num]
    push_cast
    constructor <;> intro h <;> linear_combination h
  constructor
  · intro h
    obtain ⟨a, b, c⟩ := (low_moments_iff hn l hm).1 fun s h0 h2 => h s (by omega) h2
    exact ⟨a, b, c, k.1 (h (-1) (by norm_num) (by norm_num))⟩
  · rintro ⟨a, b, c, d⟩ s h1 h2
    obtain rfl | h0 : s = -1 ∨ 0 ≤ s := by omega
    · exact k.2 d
    · exact (low_moments_iff hn l hm).2 ⟨a, b, c⟩ s h0 h2
```

Uniqueness is an induction on the pair $(m_{k-1},m_k)$. The base case cancels $n^2$ in $K_0$, and the step cancels $k+2$ in $K_{k+1}$.

```lean
/-- For `n ≠ 0`, two sequences with the same zeroth moment that obey the recurrence at all orders `s ≥ 0`
agree at every order `s ≥ -1`. -/
theorem moments_unique {n l : ℝ} (hn : n ≠ 0) {m m' : ℤ → ℝ} (h0 : m 0 = m' 0)
    (h : ∀ s, 0 ≤ s → Kramers n l m s) (h' : ∀ s, 0 ≤ s → Kramers n l m' s)
    (s : ℤ) (hs : -1 ≤ s) : m s = m' s := by
  have key : ∀ k : ℕ, m ((k : ℤ) - 1) = m' ((k : ℤ) - 1) ∧ m k = m' k := by
    intro k
    induction k with
    | zero =>
      have a := (kramers_iff hn l m 0).1 (h 0 le_rfl)
      have b := (kramers_iff hn l m' 0).1 (h' 0 le_rfl)
      rw [show (0 : ℤ) - 1 = -1 by norm_num] at a b
      push_cast at a b
      have e : m (-1) = m' (-1) :=
        mul_left_cancel₀ (pow_ne_zero 2 hn) (by linear_combination b - a + h0)
      exact ⟨by simpa using e, by simpa using h0⟩
    | succ k ih =>
      have a := (kramers_iff hn l m ((k : ℤ) + 1)).1 (h _ (by omega))
      have b := (kramers_iff hn l m' ((k : ℤ) + 1)).1 (h' _ (by omega))
      rw [show (k : ℤ) + 1 - 1 = k by ring, show (k : ℤ) + 1 - 2 = k - 1 by ring] at a b
      rw [ih.1, ih.2] at a
      -- the leading coefficient s + 1 does not vanish
      have hk : (((k : ℤ) + 1 : ℤ) : ℝ) + 1 ≠ 0 := by push_cast; positivity
      have e := mul_left_cancel₀ hk (a.trans b.symm)
      exact ⟨by simpa using ih.2, by simpa using e⟩
  have e := (key (s + 1).toNat).1
  rwa [show (((s + 1).toNat : ℕ) : ℤ) - 1 = s by omega] at e
```

In `radial_variance` the hypotheses force $n\ge1$. The bound `hL` is $L\le(n-1)n$, and `hL2` is its square.

```lean
/-- For `0 ≤ l ≤ n - 1`, `m 0 = 1` and the recurrence at orders `0, 1, 2`, the difference
`m 2 - (m 1)²` equals `(n²(n²+2) - l²(l+1)²)/4`
and is at least `n²(2n+1)/4`. -/
theorem radial_variance {n l : ℝ} (hl0 : 0 ≤ l) (hl : l ≤ n - 1) {m : ℤ → ℝ} (hm : m 0 = 1)
    (h : ∀ s : ℤ, 0 ≤ s → s ≤ 2 → Kramers n l m s) :
    m 2 - m 1 ^ 2 = (n ^ 2 * (n ^ 2 + 2) - (l * (l + 1)) ^ 2) / 4 ∧
      n ^ 2 * (2 * n + 1) / 4 ≤ m 2 - m 1 ^ 2 := by
  have hn : 0 < n := by linarith
  obtain ⟨-, b, c⟩ := (low_moments_iff hn.ne' l hm).1 h
  have e : m 2 - m 1 ^ 2 = (n ^ 2 * (n ^ 2 + 2) - (l * (l + 1)) ^ 2) / 4 := by
    rw [b, c]; ring
  have hL : l * (l + 1) ≤ (n - 1) * n :=
    mul_le_mul hl (by linarith) (by linarith) (by linarith)
  have hL2 := pow_le_pow_left₀ (by positivity) hL 2
  exact ⟨e, by rw [e]; nlinarith [hL2]⟩
```

For the concrete model, `u` is the reduced radial function $rR(r)$, with $R$ the radial wavefunction, so the volume factor $r^2$ is already inside $u^2$. Inserting $R$ for `u` is an easy mistake; since $R=u/r$, it lowers the order of every raw integral by two, the normalising one included.

```lean
/-- The integral of `r ^ s * u(r)²` over `r > 0`. -/
def rawMoment (u : ℝ → ℝ) (s : ℤ) : ℝ := ∫ r in Ioi (0 : ℝ), r ^ s * u r ^ 2
```

Division by the zeroth integral normalises, so `radialMoment u s` is $\langle r^s\rangle$ when both integrals converge and the zeroth is nonzero. Lean assigns the quotient a value in every case, and without these conditions that value has no physical meaning.

```lean
/-- The radial expectation value `⟨r ^ s⟩` for the reduced radial function `u`. -/
def radialMoment (u : ℝ → ℝ) (s : ℤ) : ℝ := rawMoment u s / rawMoment u 0
```

`circular n` is unnormalised, with natural `n`; the normalised function is $u/\sqrt{I_0}$ with $I_0=(n/2)^{2n+1}(2n)!$. That $u$ solves $u''=[n(n-1)/r^2-2/r+1/n^2]u$, the hydrogen radial equation at energy $-1/(2n^2)$ hartree, follows by differentiating twice; Lean has not checked this, nor the counter-examples and the $K_3$ step.

```lean
/-- The nodeless reduced radial function `rⁿ exp (-r / n)`, unnormalised. -/
def circular (n : ℕ) (r : ℝ) : ℝ := r ^ n * Real.exp (-r / n)
```

The integrand is rewritten for $r>0$ as $r^{2n+s}e^{-2r/n}$ by `e1`, `e2`, `e3` and matched with Mathlib's Gamma integral.

```lean
/-- For `n ≥ 1` and `2n + s + 1 > 0` the moment integral of the nodeless function is
`(n/2) ^ (2n+s+1) Γ(2n+s+1)`. -/
theorem rawMoment_circular {n : ℕ} (hn : 0 < n) (s : ℤ) (hs : 0 < 2 * (n : ℝ) + s + 1) :
    rawMoment (circular n) s =
      ((n : ℝ) / 2) ^ (2 * (n : ℝ) + s + 1) * Real.Gamma (2 * (n : ℝ) + s + 1) := by
  have hr : (0 : ℝ) < 2 / n := by positivity
  have g := Real.integral_rpow_mul_exp_neg_mul_Ioi hs hr
  rw [one_div_div] at g
  rw [← g]
  unfold rawMoment
  refine setIntegral_congr_fun measurableSet_Ioi (fun r hr0 => ?_)
  have hr1 : (0 : ℝ) < r := hr0
  show r ^ s * (r ^ n * Real.exp (-r / n)) ^ 2
    = r ^ (2 * (n : ℝ) + s + 1 - 1) * Real.exp (-(2 / n * r))
  have e1 : 2 * (n : ℝ) + s + 1 - 1 = ((s + 2 * (n : ℤ) : ℤ) : ℝ) := by push_cast; ring
  have e2 : Real.exp (-(2 / n * r)) = Real.exp (-r / n) ^ 2 := by
    rw [sq, ← Real.exp_add]; congr 1; ring
  have e3 : r ^ (2 * (n : ℤ)) = (r ^ n) ^ 2 := by
    rw [← pow_mul, ← zpow_natCast]; congr 1; push_cast; ring
  rw [e1, Real.rpow_intCast, zpow_add₀ hr1.ne', e2, e3]
  ring
```

`Real.Gamma_add_one` supplies the ratio, and positivity makes $I_0$ a legitimate divisor.

```lean
/-- For `n ≥ 1` and `2n + s + 1 > 0` the moment integral of order `s` of the nodeless function
is positive, and that of order `s + 1`
is `(n/2)(2n+s+1)` times it. -/
theorem rawMoment_circular_succ {n : ℕ} (hn : 0 < n) (s : ℤ) (hs : 0 < 2 * (n : ℝ) + s + 1) :
    0 < rawMoment (circular n) s ∧ rawMoment (circular n) (s + 1) =
      (n : ℝ) / 2 * (2 * (n : ℝ) + s + 1) * rawMoment (circular n) s := by
  have hp : (0 : ℝ) < n / 2 := by positivity
  have e : 2 * (n : ℝ) + ((s + 1 : ℤ) : ℝ) + 1 = 2 * (n : ℝ) + s + 1 + 1 := by push_cast; ring
  rw [rawMoment_circular hn (s + 1) (by rw [e]; linarith), rawMoment_circular hn s hs]
  refine ⟨mul_pos (Real.rpow_pos_of_pos hp _) (Real.Gamma_pos_of_pos hs), ?_⟩
  rw [e, Real.Gamma_add_one hs.ne', Real.rpow_add hp (2 * (n : ℝ) + s + 1) 1, Real.rpow_one]
  ring
```

In `kramers_circular`, `h1` and `h2` are the two ratios, and `ring` confirms that the bracket vanishes. The hypothesis $2n+s-1>0$ is convergence of $I_{s-2}$ at the origin.

```lean
/-- For `n ≥ 1` the expectation values of the nodeless function obey the Kramers recurrence with
`l = n - 1` at every order `s` with `2n + s - 1 > 0`. -/
theorem kramers_circular {n : ℕ} (hn : 0 < n) (s : ℤ) (hs : 0 < 2 * (n : ℤ) + s - 1) :
    Kramers n (n - 1) (radialMoment (circular n)) s := by
  have hs' : (0 : ℝ) < 2 * n + s - 1 := by exact_mod_cast hs
  have hn' : (n : ℝ) ≠ 0 := by positivity
  have h0 := (rawMoment_circular_succ hn 0 (by push_cast; positivity)).1.ne'
  have h1 := (rawMoment_circular_succ hn (s - 2) (by push_cast; linarith)).2
  have h2 := (rawMoment_circular_succ hn (s - 1) (by push_cast; linarith)).2
  rw [show s - 2 + 1 = s - 1 by ring] at h1
  rw [show s - 1 + 1 = s by ring] at h2
  -- express all three moments through the one of order s - 2
  unfold Kramers radialMoment
  rw [h2, h1]
  push_cast
  field_simp
  ring
```

At $s=-1$ this requires $n\ge2$, where these moments satisfy all four orders. For $n=1$, $l=0$, $K_{-1}$ would demand $m_{-2}=0$, whereas $I_{-2}/I_0=\tfrac12/\tfrac14=2$. There $I_{-3}$ diverges, and whatever value Lean assigns to it is multiplied by $L=0$, so the relation is false and must not be applied to this state.

```lean
/-- For `n ≥ 2` the expectation values of `rⁿ exp (-r / n)` are normalised and obey the
recurrence with `l = n - 1` at orders `-1, …, 2`. -/
theorem kramers_witness {n : ℕ} (hn : 2 ≤ n) :
    radialMoment (circular n) 0 = 1 ∧
      ∀ s : ℤ, -1 ≤ s → s ≤ 2 → Kramers n (n - 1) (radialMoment (circular n)) s :=
  ⟨div_self (rawMoment_circular_succ (by omega) 0 (by push_cast; positivity)).1.ne',
    fun s _ _ => kramers_circular (by omega) s (by omega)⟩
```

Orders $0,1,2$ need only $n\ge1$. Setting $L=n(n-1)$ gives $\langle1/r\rangle=1/n^2$, $\langle r\rangle=n(2n+1)/2$ and $\langle r^2\rangle=n^2(n+1)(2n+1)/2$. For $n=1$ these are $1$, $3/2$ and $3$, with variance $3/4$, equal to the lower bound.

```lean
/-- For `n ≥ 1` the nodeless function has `⟨1/r⟩ = 1/n²`, `⟨r⟩ = n(2n+1)/2` and
`⟨r²⟩ = n²(n+1)(2n+1)/2`. -/
theorem circular_moments {n : ℕ} (hn : 0 < n) :
    radialMoment (circular n) (-1) = 1 / (n : ℝ) ^ 2 ∧
      radialMoment (circular n) 1 = n * (2 * n + 1) / 2 ∧
      radialMoment (circular n) 2 = (n : ℝ) ^ 2 * (n + 1) * (2 * n + 1) / 2 := by
  have hn' : (n : ℝ) ≠ 0 := by positivity
  have h0 : radialMoment (circular n) 0 = 1 :=
    div_self (rawMoment_circular_succ hn 0 (by push_cast; positivity)).1.ne'
  obtain ⟨a, b, c⟩ := (low_moments_iff hn' (n - 1) h0).1
    fun s _ _ => kramers_circular hn s (by omega)
  exact ⟨a, by rw [b]; ring, by rw [c]; ring⟩

end

end KramersRadialMoments
```

```lean
#print axioms KramersRadialMoments.kramers_moments_iff
#print axioms KramersRadialMoments.moments_unique
#print axioms KramersRadialMoments.radial_variance
#print axioms KramersRadialMoments.circular_moments
```

```
'KramersRadialMoments.kramers_moments_iff' depends on axioms: [propext, Classical.choice, Quot.sound]
'KramersRadialMoments.moments_unique' depends on axioms: [propext, Classical.choice, Quot.sound]
'KramersRadialMoments.radial_variance' depends on axioms: [propext, Classical.choice, Quot.sound]
'KramersRadialMoments.circular_moments' depends on axioms: [propext, Classical.choice, Quot.sound]
```
